# Products of exponentially decaying matrices decay exponentially, with a prefactor controlled by a lattice sum

I want to express locality as a bound on every matrix element, with the prefactor and the rate written out. On a finite set of sites, "A decays exponentially" says nothing by itself, since any matrix satisfies such a bound once the prefactor is large enough. So let d(i,j) be the distance between sites i and j, and suppose that

|A_ij| ≤ C exp(−a d(i,j)) and |B_ij| ≤ D exp(−a d(i,j)).

I expect AB to decay too, perhaps at a smaller rate b, with a constant that I can compute from C, D and the geometry. Can this be made rigorous and checked by machine? And does it give a bound for a McWeeny purification step that doesn't get worse as the system grows?

## Giving up some rate to control the sum over intermediate sites

Yes to the first question. The second also has a positive answer for sites at distinct integer positions on a line, provided that C, a and b stay fixed as the system grows and that b is strictly smaller than a.

Let 0 ≤ b ≤ a, and let K be a number such that, for every site i,

∑_k exp(−(a−b) d(i,k)) ≤ K.

The claim is then

|(AB)_ij| ≤ C D K exp(−b d(i,j)).

The constants C and D are nonnegative, because d(i,i) = 0 gives 0 ≤ |A_ii| ≤ C, and likewise for D. Since b ≤ a, the matrix B also satisfies its bound with b in place of a. Each term of (AB)_ij = ∑_k A_ik B_kj therefore obeys

|A_ik B_kj| ≤ C D exp(−a d(i,k) − b d(k,j)).

Split a = (a−b) + b in the exponent and use the triangle inequality d(i,j) ≤ d(i,k) + d(k,j), multiplied by b ≥ 0:

−a d(i,k) − b d(k,j) = −(a−b) d(i,k) − b [d(i,k) + d(k,j)] ≤ −(a−b) d(i,k) − b d(i,j).

The factor exp(−b d(i,j)) no longer depends on k. Summing the remaining exponentials over k gives at most K, which proves the claim.

Only A needed the faster rate, so multiplying by A again costs no further rate. If A^(m+1) has prefactor C(CK)^m at rate b, then A·A^(m+1) has prefactor C·C(CK)^m·K = C(CK)^(m+1) at the same rate. For the McWeeny polynomial 3P² − 2P³, with P bounded by C exp(−a d(i,j)), the cases m = 1 and m = 2 give

|(3P² − 2P³)_ij| ≤ (3C²K + 2C³K²) exp(−b d(i,j)).

For sites at distinct integers, K can be chosen independently of their number. Put c = a − b > 0 and q = exp(−c) < 1. The sites k ≤ i lie at distinct distances from i, so they contribute at most 1 + q + q² + … = 1/(1−q). The sites k > i contribute at most the same amount, and K = 2/(1−q) is enough.

At b = a this argument breaks down, and so does the uniform bound. Take M_ij = exp(−a|i−j|) on the sites 0, …, N. Every intermediate site lies between the two ends, so

(M²)_0N = ∑_k exp(−ak) exp(−a(N−k)) = (N+1) exp(−aN).

A bound E exp(−aN) would require N + 1 ≤ E, which is false for large N.

The condition b ≤ a matters as well. Take two sites at distance 1, let A and B both be the matrix with all entries 1, and set C = D = 1 and a = 0. With b = 1 the lattice sum is K = 1 + e, and the claimed bound on the off-diagonal element of AB is (1 + e)/e ≈ 1.37. The actual element is 2.

### Sites, distances and constants in Lean

The index type `n` is finite and carries a `PseudoMetricSpace` structure, so different indices may be at distance zero, as with several orbitals centred on one atom. `ExpDecay A C a` is the bound on all matrix elements (it expresses decay only for a > 0; at rate 0 it just says that no element exceeds C in modulus), `latticeSum c i` is the sum of exp(−c d(i,k)) over all k, including k = i, and `mcweeny P` is the purification polynomial.

`ExpDecay.mul` is the claim about AB. Its hypothesis `hK` bounds the lattice sums at rate `a - b`, so K bounds an effective number of sites around a given one: each site counts with the weight exp(−(a−b) d), which is 1 at distance zero and, for b < a, falls off with distance. On a general finite set K is supplied by the user; `latticeSum_chain_le` derives a value for finite sets of integers, where neighbouring integers are at distance 1. `mcweeny_chain` inserts that value and so gives constants that depend on C and a − b but not on the set of sites.

Matrix multiplication represents the product of operators in an orthonormal basis; there is no overlap matrix. The decay of P is assumed, not derived from a gap in a Hamiltonian, and P need not be Hermitian or idempotent. For linear-scaling electronic structure, the result bounds the elements between distant sites after one purification step, given a decaying input matrix on a finite set of sites. It doesn't treat truncation of small elements, convergence of the iteration, or uniform constants over many steps.

`full_rate_not_preserved` concerns products of general decaying matrices. An exact projector satisfies P² = P and trivially keeps its rate.

```lean
import Mathlib

open Finset

namespace DensityMatrixLocality

noncomputable section

variable {n : Type*} [Fintype n] [PseudoMetricSpace n]

/-- The matrix elements of `A` decay exponentially with the distance between sites,
with prefactor `C` and rate `a`. -/
def ExpDecay (A : Matrix n n ℂ) (C a : ℝ) : Prop :=
  ∀ i j, ‖A i j‖ ≤ C * Real.exp (-a * dist i j)

/-- The sum over all sites `k` of the exponential weight `exp (-c d(i,k))` seen from site `i`. -/
def latticeSum (c : ℝ) (i : n) : ℝ := ∑ k, Real.exp (-c * dist i k)

/-- One McWeeny purification step, `3 P² - 2 P³`. -/
def mcweeny [DecidableEq n] (P : Matrix n n ℂ) : Matrix n n ℂ :=
  (3 : ℂ) • P ^ 2 - (2 : ℂ) • P ^ 3

/-- The model matrix with elements `exp (-a d(i,j))`. -/
def expKernel (a : ℝ) : Matrix n n ℂ :=
  Matrix.of fun i j => ((Real.exp (-a * dist i j) : ℝ) : ℂ)

omit [Fintype n] in
/-- The prefactor of a decay bound is nonnegative as soon as there is a site. -/
theorem ExpDecay.nonneg {A : Matrix n n ℂ} {C a : ℝ} (hA : ExpDecay A C a) (i : n) :
    0 ≤ C := by
  have h := (norm_nonneg _).trans (hA i i)
  simpa using h

omit [Fintype n] in
/-- A matrix that decays at rate `a` also decays at every smaller rate `b`. -/
theorem ExpDecay.of_rate_le {A : Matrix n n ℂ} {C a b : ℝ} (hA : ExpDecay A C a)
    (hba : b ≤ a) : ExpDecay A C b := by
  intro i j
  refine (hA i j).trans (mul_le_mul_of_nonneg_left (Real.exp_le_exp.mpr ?_) (hA.nonneg i))
  nlinarith [mul_le_mul_of_nonneg_right hba (dist_nonneg (x := i) (y := j))]

/-- If `A` decays at rate `a` with prefactor `C`, and `B` at rate `b ≥ 0` with prefactor `D`, then
`A B` decays at rate `b` with prefactor `C D K`, where `K` bounds the lattice sums at rate `a - b`.
-/
theorem ExpDecay.mul_mixed {A B : Matrix n n ℂ} {C D K a b : ℝ} (hA : ExpDecay A C a)
    (hb : 0 ≤ b) (hB : ExpDecay B D b) (hK : ∀ i : n, latticeSum (a - b) i ≤ K) :
    ExpDecay (A * B) (C * D * K) b := by
  intro i j
  have hC := hA.nonneg i
  have hD := hB.nonneg j
  have step : ∀ k, ‖A i k * B k j‖ ≤
      C * D * Real.exp (-b * dist i j) * Real.exp (-(a - b) * dist i k) := by
    intro k
    -- the triangle inequality through the intermediate site
    have htri : -a * dist i k + -b * dist k j ≤ -b * dist i j + -(a - b) * dist i k := by
      nlinarith [mul_le_mul_of_nonneg_left (dist_triangle i k j) hb]
    calc ‖A i k * B k j‖ = ‖A i k‖ * ‖B k j‖ := norm_mul _ _
      _ ≤ (C * Real.exp (-a * dist i k)) * (D * Real.exp (-b * dist k j)) :=
          mul_le_mul (hA i k) (hB k j) (norm_nonneg _) (by positivity)
      _ = C * D * Real.exp (-a * dist i k + -b * dist k j) := by rw [Real.exp_add]; ring
      _ ≤ C * D * Real.exp (-b * dist i j + -(a - b) * dist i k) :=
          mul_le_mul_of_nonneg_left (Real.exp_le_exp.mpr htri) (mul_nonneg hC hD)
      _ = _ := by rw [Real.exp_add]; ring
  calc ‖(A * B) i j‖ = ‖∑ k, A i k * B k j‖ := by rw [Matrix.mul_apply]
    _ ≤ ∑ k, C * D * Real.exp (-b * dist i j) * Real.exp (-(a - b) * dist i k) :=
        norm_sum_le_of_le _ (fun k _ => step k)
    _ = C * D * Real.exp (-b * dist i j) * latticeSum (a - b) i := by
        rw [latticeSum, Finset.mul_sum]
    _ ≤ C * D * Real.exp (-b * dist i j) * K :=
        mul_le_mul_of_nonneg_left (hK i) (by positivity)
    _ = C * D * K * Real.exp (-b * dist i j) := by ring

/-- The product of two matrices that decay at rate `a` decays at any rate `b` between `0`
and `a`, with prefactor `C D K`, where `K` bounds the lattice sums at rate `a - b`. -/
theorem ExpDecay.mul {A B : Matrix n n ℂ} {C D K a b : ℝ} (hA : ExpDecay A C a)
    (hB : ExpDecay B D a) (hb : 0 ≤ b) (hba : b ≤ a)
    (hK : ∀ i : n, latticeSum (a - b) i ≤ K) : ExpDecay (A * B) (C * D * K) b :=
  hA.mul_mixed hb (hB.of_rate_le hba) hK

/-- If `A` decays at rate `a` with prefactor `C`, and `0 ≤ b ≤ a`, then all positive powers of `A`
decay at the common rate `b`. The prefactor is `C` for `A` itself, and each further factor of `A`
multiplies it by `C K`, where `K` bounds the lattice sums at rate `a - b`. -/
theorem ExpDecay.pow [DecidableEq n] {A : Matrix n n ℂ} {C K a b : ℝ} (hA : ExpDecay A C a)
    (hb : 0 ≤ b) (hba : b ≤ a) (hK : ∀ i : n, latticeSum (a - b) i ≤ K) (m : ℕ) :
    ExpDecay (A ^ (m + 1)) (C * (C * K) ^ m) b := by
  induction m with
  | zero => simpa using hA.of_rate_le hba
  | succ m ih =>
    have h := hA.mul_mixed hb ih hK
    have e : C * (C * K) ^ (m + 1) = C * (C * (C * K) ^ m) * K := by ring
    rw [pow_succ' A (m + 1), e]
    exact h

/-- A McWeeny step applied to a matrix decaying at rate `a` with prefactor `C` gives a matrix
decaying at any rate `b` with `0 ≤ b ≤ a`. The prefactor is explicit in `C` and a bound `K` on the
lattice sums at rate `a - b`. -/
theorem ExpDecay.mcweeny [DecidableEq n] {P : Matrix n n ℂ} {C K a b : ℝ}
    (hP : ExpDecay P C a) (hb : 0 ≤ b) (hba : b ≤ a)
    (hK : ∀ i : n, latticeSum (a - b) i ≤ K) :
    ExpDecay (mcweeny P) (3 * C ^ 2 * K + 2 * C ^ 3 * K ^ 2) b := by
  intro i j
  have h2 : ‖(P ^ 2) i j‖ ≤ C * (C * K) ^ 1 * Real.exp (-b * dist i j) :=
    hP.pow hb hba hK 1 i j
  have h3 : ‖(P ^ 3) i j‖ ≤ C * (C * K) ^ 2 * Real.exp (-b * dist i j) :=
    hP.pow hb hba hK 2 i j
  calc ‖DensityMatrixLocality.mcweeny P i j‖ = ‖3 * (P ^ 2) i j - 2 * (P ^ 3) i j‖ := by
        simp only [DensityMatrixLocality.mcweeny, Matrix.sub_apply, Matrix.smul_apply,
          smul_eq_mul]
    _ ≤ ‖3 * (P ^ 2) i j‖ + ‖2 * (P ^ 3) i j‖ := norm_sub_le _ _
    _ = 3 * ‖(P ^ 2) i j‖ + 2 * ‖(P ^ 3) i j‖ := by
        rw [norm_mul, norm_mul]; norm_num
    _ ≤ 3 * (C * (C * K) ^ 1 * Real.exp (-b * dist i j)) +
          2 * (C * (C * K) ^ 2 * Real.exp (-b * dist i j)) := by linarith
    _ = _ := by ring

/-- For any finite set of integer sites on a line, the lattice sum at rate `c > 0` is at
most `2 / (1 - exp (-c))`, whatever the number of sites. -/
theorem latticeSum_chain_le (s : Finset ℤ) (i : s) {c : ℝ} (hc : 0 < c) :
    latticeSum c i ≤ 2 / (1 - Real.exp (-c)) := by
  have hq0 : 0 ≤ Real.exp (-c) := (Real.exp_pos _).le
  have hq1 : Real.exp (-c) < 1 := Real.exp_lt_one_iff.mpr (by linarith)
  have hterm : ∀ k : s, Real.exp (-c * dist i k) =
      Real.exp (-c) ^ ((i : ℤ) - (k : ℤ)).natAbs := by
    intro k
    rw [← Real.exp_nat_mul, Subtype.dist_eq, Int.dist_eq, Nat.cast_natAbs, Int.cast_abs,
      Int.cast_sub, mul_comm]
  -- sites at distinct distances from `i` contribute at most a full geometric series
  have half : ∀ t : Finset s, Set.InjOn (fun k : s => ((i : ℤ) - (k : ℤ)).natAbs) t →
      ∑ k ∈ t, Real.exp (-c) ^ ((i : ℤ) - (k : ℤ)).natAbs ≤ (1 - Real.exp (-c))⁻¹ := by
    intro t ht
    rw [← tsum_geometric_of_lt_one hq0 hq1]
    exact (Finset.sum_image (f := fun m : ℕ => Real.exp (-c) ^ m) ht).symm.le.trans
      ((summable_geometric_of_lt_one hq0 hq1).sum_le_tsum _ (fun m _ => pow_nonneg hq0 m))
  have hl := half (univ.filter fun k : s => (k : ℤ) ≤ i) (by
    intro x hx y hy hxy
    have hx' : (x : ℤ) ≤ i := (Finset.mem_filter.mp (Finset.mem_coe.mp hx)).2
    have hy' : (y : ℤ) ≤ i := (Finset.mem_filter.mp (Finset.mem_coe.mp hy)).2
    dsimp only at hxy
    exact Subtype.ext (by omega))
  have hr := half (univ.filter fun k : s => ¬ (k : ℤ) ≤ i) (by
    intro x hx y hy hxy
    have hx' : ¬ (x : ℤ) ≤ i := (Finset.mem_filter.mp (Finset.mem_coe.mp hx)).2
    have hy' : ¬ (y : ℤ) ≤ i := (Finset.mem_filter.mp (Finset.mem_coe.mp hy)).2
    dsimp only at hxy
    exact Subtype.ext (by omega))
  rw [latticeSum, Finset.sum_congr rfl (fun k _ => hterm k),
    ← Finset.sum_filter_add_sum_filter_not univ (fun k : s => (k : ℤ) ≤ i), div_eq_mul_inv]
  linarith

/-- On a finite set of integer sites, a McWeeny step applied to a matrix decaying at rate `a` with
prefactor `C` gives a matrix decaying at any rate `b` with `0 ≤ b < a`. The new prefactor depends on
`C` and `a - b` but not on the set of sites. -/
theorem mcweeny_chain (s : Finset ℤ) {P : Matrix s s ℂ} {C a b : ℝ}
    (hP : ExpDecay P C a) (hb : 0 ≤ b) (hba : b < a) :
    ExpDecay (mcweeny P) (3 * C ^ 2 * (2 / (1 - Real.exp (-(a - b)))) +
      2 * C ^ 3 * (2 / (1 - Real.exp (-(a - b)))) ^ 2) b :=
  hP.mcweeny hb hba.le (fun i => latticeSum_chain_le s i (sub_pos.mpr hba))

/-- On the sites `0, …, N`, the end-to-end element of the squared model matrix is `N + 1`
times the end-to-end element of the model matrix. -/
theorem expKernel_sq_ends (a : ℝ) (N : ℕ) (i j : Finset.Icc (0 : ℤ) (N : ℤ))
    (hi : (i : ℤ) = 0) (hj : (j : ℤ) = (N : ℤ)) :
    (expKernel a * expKernel a :
      Matrix (Finset.Icc (0 : ℤ) (N : ℤ)) (Finset.Icc (0 : ℤ) (N : ℤ)) ℂ) i j =
      ((N : ℂ) + 1) * ((Real.exp (-a * dist i j) : ℝ) : ℂ) := by
  have hterm : ∀ k : Finset.Icc (0 : ℤ) (N : ℤ), expKernel a i k * expKernel a k j =
      ((Real.exp (-a * dist i j) : ℝ) : ℂ) := by
    intro k
    have h0 : (0 : ℝ) ≤ ((k : ℤ) : ℝ) := by exact_mod_cast (Finset.mem_Icc.mp k.2).1
    have h1 : ((k : ℤ) : ℝ) ≤ ((N : ℤ) : ℝ) := by
      exact Int.cast_le.mpr (Finset.mem_Icc.mp k.2).2
    -- every site lies between the two ends, so the distances add up
    have hd : dist i k + dist k j = dist i j := by
      have e1 : |((0 : ℤ) : ℝ) - ((k : ℤ) : ℝ)| = ((k : ℤ) : ℝ) := by
        rw [Int.cast_zero, zero_sub, abs_neg, abs_of_nonneg h0]
      have e2 : |((k : ℤ) : ℝ) - ((N : ℤ) : ℝ)| = ((N : ℤ) : ℝ) - ((k : ℤ) : ℝ) := by
        rw [abs_sub_comm, abs_of_nonneg (sub_nonneg.mpr h1)]
      have e3 : |((0 : ℤ) : ℝ) - ((N : ℤ) : ℝ)| = ((N : ℤ) : ℝ) := by
        rw [Int.cast_zero, zero_sub, abs_neg, abs_of_nonneg (h0.trans h1)]
      simp only [Subtype.dist_eq, Int.dist_eq, hi, hj, e1, e2, e3]
      ring
    simp only [expKernel, Matrix.of_apply]
    rw [← Complex.ofReal_mul, ← Real.exp_add, ← mul_add, hd]
  have hcard : ((N : ℤ) + 1 - 0).toNat = N + 1 := by omega
  rw [Matrix.mul_apply, Finset.sum_congr rfl (fun k _ => hterm k), Finset.sum_const,
    Finset.card_univ, Fintype.card_coe, Int.card_Icc, nsmul_eq_mul, hcard, Nat.cast_add,
    Nat.cast_one]

/-- For every constant `E` there is a chain `0, …, N` on which the model matrix decays at
rate `a` with prefactor `1`, but its square does not decay at rate `a` with prefactor `E`. -/
theorem full_rate_not_preserved (a E : ℝ) : ∃ N : ℕ,
    ExpDecay (expKernel a :
      Matrix (Finset.Icc (0 : ℤ) (N : ℤ)) (Finset.Icc (0 : ℤ) (N : ℤ)) ℂ) 1 a ∧
    ¬ ExpDecay (expKernel a * expKernel a :
      Matrix (Finset.Icc (0 : ℤ) (N : ℤ)) (Finset.Icc (0 : ℤ) (N : ℤ)) ℂ) E a := by
  obtain ⟨N, hN⟩ := exists_nat_gt E
  refine ⟨N, ?_, ?_⟩
  · intro i j
    simp only [expKernel, Matrix.of_apply, Complex.norm_real, one_mul]
    exact (Real.norm_of_nonneg (Real.exp_pos _).le).le
  · intro h
    -- compare the two ends of the chain
    have h' := h ⟨0, Finset.mem_Icc.mpr ⟨le_rfl, Int.natCast_nonneg N⟩⟩
      ⟨(N : ℤ), Finset.mem_Icc.mpr ⟨Int.natCast_nonneg N, le_rfl⟩⟩
    have hn : ‖(N : ℂ) + 1‖ = (N : ℝ) + 1 := by
      exact_mod_cast Complex.norm_natCast (N + 1)
    rw [expKernel_sq_ends a N _ _ rfl rfl, norm_mul, hn, Complex.norm_real,
      Real.norm_of_nonneg (Real.exp_pos _).le] at h'
    have h'' := le_of_mul_le_mul_right h' (Real.exp_pos _)
    linarith

end

end DensityMatrixLocality
```

```lean
#print axioms DensityMatrixLocality.ExpDecay.mul
-- 'DensityMatrixLocality.ExpDecay.mul' depends on axioms: [propext, Classical.choice, Quot.sound]
#print axioms DensityMatrixLocality.latticeSum_chain_le
-- 'DensityMatrixLocality.latticeSum_chain_le' depends on axioms: [propext, Classical.choice, Quot.sound]
#print axioms DensityMatrixLocality.mcweeny_chain
-- 'DensityMatrixLocality.mcweeny_chain' depends on axioms: [propext, Classical.choice, Quot.sound]
#print axioms DensityMatrixLocality.full_rate_not_preserved
-- 'DensityMatrixLocality.full_rate_not_preserved' depends on axioms: [propext, Classical.choice, Quot.sound]
```

### The triangle inequality, two geometric series and the ends of a chain

`ExpDecay.nonneg` reads off C ≥ 0 from a diagonal element, and `ExpDecay.of_rate_le` lowers the rate. The central estimate is `ExpDecay.mul_mixed`, where A has rate a and B only needs rate b. Inside it, `htri` is the inequality between exponents: `nlinarith` receives the triangle inequality multiplied by b and finishes the algebra. The first `calc` block turns this into the bound `step` on a single term. The second applies the triangle inequality for norms to the sum over k, pulls out the common factor and inserts `hK`. `ExpDecay.mul` then follows in one line, by lowering the rate of B; this is where b ≤ a is used.

`ExpDecay.pow` is the induction on m. Its successor step applies `mul_mixed` to A and the power already bounded, and `ring` confirms the new prefactor. `ExpDecay.mcweeny` uses the bounds for P² and P³, separates the two terms with `norm_sub_le`, and adds them.

In `latticeSum_chain_le`, `hterm` rewrites each exponential as a power of q whose exponent is the integer distance |i−k|. The auxiliary statement `half` says that any set of sites at distinct distances from i contributes at most a full geometric series. It is applied once to the sites with k ≤ i and once to the others; in both cases `omega` proves that equal distances mean equal sites. Adding the two bounds gives 2/(1−q), and `mcweeny_chain` combines this with the general McWeeny estimate.

For the failure at full rate, `expKernel` is the matrix M above. In `expKernel_sq_ends`, `hd` shows that the distances from an intermediate site to the two ends add up to the total length. All terms of the sum are therefore equal, and counting the sites gives the factor N + 1. `full_rate_not_preserved` chooses N > E, checks that M itself has prefactor 1 at rate a, and evaluates the supposed bound on M² at the two ends. Cancelling the positive exponential leaves N + 1 ≤ E, a contradiction.
